# A symmetry shared by device and contacts blocks transmission between mismatched electrodes

If I treat spin-up and spin-down electrons as separate channels without checking that the device keeps them separate, I can predict a closed spin valve where the real one is wide open. One spin-flip term in the Hamiltonian is enough to connect a contact that couples only to spin up with one that couples only to spin down.

When the symmetry is respected, I expect the transmission to split into one contribution per symmetry sector, and to vanish if the two electrodes couple to different sectors. Can this be stated with precise hypotheses, derived from the trace formula for the transmission, and checked by machine in Lean?

## Yes, if the projector commutes with the Hamiltonian and both self-energies

Let $H$ be the device Hamiltonian, $S_L$ and $S_R$ the self-energies of the left and right electrodes, and $E$ the energy. All matrices are finite and square. Define

$$
D=E\,1-H-S_L-S_R,\qquad DG=1,\qquad \Gamma_a=i(S_a-S_a^\dagger)\quad(a=L,R),
$$

where $G$ is the Green function and $\Gamma_a$ the broadening due to electrode $a$. The transmission is

$$
T=\mathrm{Tr}(\Gamma_L G\,\Gamma_R G^\dagger).
$$

A symmetry sector is described by an orthogonal projector $P$, so $P^2=P=P^\dagger$, that commutes with $H$, $S_L$ and $S_R$. Physically, neither the motion inside the device nor an excursion into an electrode changes the symmetry label.

### The projector passes through the broadenings and the Green function

Taking the adjoint of $PS_a=S_aP$ and using $P^\dagger=P$ gives $S_a^\dagger P=PS_a^\dagger$. Hence $P\Gamma_a=\Gamma_aP$.

The projector also commutes with every term of $D$, so $PD=DP$. For finite square matrices $DG=1$ implies $GD=1$, and therefore

$$
PG=(GD)PG=G(DP)G=G(PD)G=GP(DG)=GP.
$$

Now project the left broadening. Since $P\Gamma_LP=P^2\Gamma_L=P\Gamma_L$,

$$
\mathrm{Tr}(P\Gamma_LP\,G\,\Gamma_RG^\dagger)=\mathrm{Tr}(P\,\Gamma_LG\,\Gamma_RG^\dagger).
$$

Projecting the right broadening as well changes nothing, because its projector can be moved back through $G$ and absorbed:

$$
P\Gamma_LP\,G\,P\Gamma_RP
=P\Gamma_L\,GP\,\Gamma_R
=P\Gamma_L\,PG\,\Gamma_R
=P\Gamma_LG\,\Gamma_R .
$$

If sectors $P_k$ satisfy $\sum_kP_k=1$, summing over $k$ gives

$$
T=\sum_k\mathrm{Tr}\big(P_k\Gamma_LP_k\,G\,P_k\Gamma_RP_k\,G^\dagger\big).
$$

For the two sectors $P$ and $Q=1-P$, it is enough to project the left electrode:

$$
T=\mathrm{Tr}(P\Gamma_LP\,G\,\Gamma_RG^\dagger)+\mathrm{Tr}(Q\Gamma_LQ\,G\,\Gamma_RG^\dagger).
$$

This last sum uses only $P\Gamma_L=\Gamma_LP$. The filtering lies in the further fact that each term sees only the matching part of $\Gamma_R$, and the derivation of that step uses $PG=GP$.

Finally, let the electrodes be mismatched: $\Gamma_L=P\Gamma_L$ and $P\Gamma_R=0$. Then

$$
\Gamma_LG\,\Gamma_R=P\Gamma_LG\,\Gamma_R=\Gamma_LPG\,\Gamma_R=\Gamma_LG\,P\Gamma_R=0,
$$

and so $T=0$.

### What the Lean theorems say

The index type `n` labels a finite orthonormal basis of the device, for example orbitals with spin. The definitions `broadening`, `invGreen` and `transmission` are $\Gamma_a$, $D$ and $T$, and `ᴴ` is the adjoint. The structure `IsSymmetrySector P H SL SR` collects the two projector properties and the three commutation relations. The hypothesis `hG` says that `G` is a right inverse of $D$, so the invertibility of $D$ at the chosen energy is assumed.

- `transmission_eq_sum_sectors` is the sum over any finite family of sectors that add up to the identity, with both electrodes projected onto the same sector.
- `transmission_two_sectors` gives the sum for $P$ and $1-P$ with only the left broadening projected. It adds that replacing the right broadening by its matching projection leaves each term unchanged.
- `mismatched_electrodes_blocked` is the statement $T=0$. Its conditions `hL` and `hR` concern the broadenings, so an electrode may still shift levels in a sector that it does not broaden.

The theorems allow complex `E` and do not require `H` to be Hermitian; the physical case is real $E$, Hermitian $H$ and positive semidefinite broadenings. The self-energies are given matrices, not derived from a model of the leads, and the transmission formula is a definition, not derived from scattering theory. A non-orthogonal basis would need an overlap matrix in place of the identity in $D$.

For coherent, non-interacting transport through a finite device model, the result allows a transmission calculation to be done block by block and gives the ideal "off" state of a spin valve whose antiparallel contacts each couple to one spin only. Ordinary ferromagnetic contacts couple to both spins, and the valve then still transmits. In epitaxial tunnel junctions, "symmetry filtering" often also refers to the different decay of different symmetries inside the barrier. The theorems give the selection rule and say nothing about those decay rates.

### A closed valve, an open one, and a broken symmetry

Take a two-level device at $E=0$ with $P=\mathrm{diag}(1,0)$, the projector onto spin up. Each contact has self-energy $-i$ on the spin to which it couples, and hence broadening $2$ there.

With the Zeeman Hamiltonian $H=\mathrm{diag}(1,-1)$ and antiparallel contacts, up on the left and down on the right, every hypothesis of the blocking theorem is met, so $T=0$. If both contacts couple to spin up, the spin-up entry of $D$ is $-1+2i$, and

$$
T=2\cdot2\cdot\frac{1}{|-1+2i|^2}=\frac45 .
$$

Now drop the requirement that $P$ commute with $H$. Keep the antiparallel contacts, but use the spin-flip Hamiltonian

$$
H=\begin{pmatrix}0&1\\1&0\end{pmatrix},\qquad
G=\begin{pmatrix}-i/2&-1/2\\-1/2&-i/2\end{pmatrix}.
$$

The contacts are as mismatched as before, yet $T=2\cdot2\cdot|G_{\uparrow\downarrow}|^2=1$. The sum with both electrodes projected would give $0$ here, since no sector is coupled to both contacts.

### The complete Lean file

```lean
import Mathlib

open Matrix
open Complex (I)

namespace SymmetryFiltering

noncomputable section

variable {n : Type*} [Fintype n] [DecidableEq n]

/-- The broadening matrix `i (S - S†)` of an electrode with self-energy `S`. -/
def broadening (S : Matrix n n ℂ) : Matrix n n ℂ := I • (S - Sᴴ)

/-- The inverse Green function `E - H - SL - SR` of a device between two electrodes. -/
def invGreen (E : ℂ) (H SL SR : Matrix n n ℂ) : Matrix n n ℂ :=
  E • (1 : Matrix n n ℂ) - H - SL - SR

/-- The transmission `Tr (ΓL G ΓR G†)`. -/
def transmission (ΓL G ΓR : Matrix n n ℂ) : ℂ := trace (ΓL * G * ΓR * Gᴴ)

/-- `P` is an orthogonal projector that commutes with the Hamiltonian and with both
self-energies. -/
structure IsSymmetrySector (P H SL SR : Matrix n n ℂ) : Prop where
  idem : P * P = P
  herm : Pᴴ = P
  comm_H : P * H = H * P
  comm_L : P * SL = SL * P
  comm_R : P * SR = SR * P

/-- A Hermitian matrix that commutes with a self-energy commutes with its broadening. -/
theorem broadening_comm {P S : Matrix n n ℂ} (hP : Pᴴ = P) (h : P * S = S * P) :
    P * broadening S = broadening S * P := by
  have h' := congrArg conjTranspose h
  rw [conjTranspose_mul, conjTranspose_mul, hP] at h'
  unfold broadening
  rw [mul_smul_comm, smul_mul_assoc, mul_sub, sub_mul, h, h']

/-- The Green function commutes with the projector onto a symmetry sector. -/
theorem green_comm {P H SL SR G : Matrix n n ℂ} {E : ℂ}
    (hs : IsSymmetrySector P H SL SR) (hG : invGreen E H SL SR * G = 1) :
    P * G = G * P := by
  have h : P * invGreen E H SL SR = invGreen E H SL SR * P := by
    simp only [invGreen, mul_sub, sub_mul, mul_smul_comm, smul_mul_assoc, mul_one,
      one_mul, hs.comm_H, hs.comm_L, hs.comm_R]
  have hG' : G * invGreen E H SL SR = 1 := mul_eq_one_comm.mp hG
  calc P * G = (G * invGreen E H SL SR) * (P * G) := by rw [hG', one_mul]
    _ = G * (invGreen E H SL SR * P) * G := by simp only [mul_assoc]
    _ = G * (P * invGreen E H SL SR) * G := by rw [h]
    _ = G * P * (invGreen E H SL SR * G) := by simp only [mul_assoc]
    _ = G * P := by rw [hG, mul_one]

/-- The orthogonal complement of a symmetry sector is a symmetry sector. -/
theorem IsSymmetrySector.compl {P H SL SR : Matrix n n ℂ}
    (hs : IsSymmetrySector P H SL SR) : IsSymmetrySector (1 - P) H SL SR where
  idem := by simp [mul_sub, sub_mul, hs.idem]
  herm := by rw [conjTranspose_sub, conjTranspose_one, hs.herm]
  comm_H := by rw [sub_mul, mul_sub, one_mul, mul_one, hs.comm_H]
  comm_L := by rw [sub_mul, mul_sub, one_mul, mul_one, hs.comm_L]
  comm_R := by rw [sub_mul, mul_sub, one_mul, mul_one, hs.comm_R]

/-- Projecting the left electrode, or both electrodes, onto a symmetry sector gives the
trace of the full transmission matrix restricted to that sector. -/
theorem sector_transmission {P H SL SR G : Matrix n n ℂ} {E : ℂ}
    (hs : IsSymmetrySector P H SL SR) (hG : invGreen E H SL SR * G = 1) :
    transmission (P * broadening SL * P) G (broadening SR)
        = trace (P * (broadening SL * G * broadening SR * Gᴴ)) ∧
      transmission (P * broadening SL * P) G (P * broadening SR * P)
        = trace (P * (broadening SL * G * broadening SR * Gᴴ)) := by
  have hA := broadening_comm hs.herm hs.comm_L
  have hB := broadening_comm hs.herm hs.comm_R
  have hPG := green_comm hs hG
  unfold transmission
  generalize broadening SL = A at hA ⊢
  generalize broadening SR = B at hB ⊢
  -- one projector per electrode is enough
  have hA' : P * A * P = P * A := by rw [mul_assoc, ← hA, ← mul_assoc, hs.idem]
  have hB' : P * B * P = P * B := by rw [mul_assoc, ← hB, ← mul_assoc, hs.idem]
  -- the projector of the right electrode moves through the Green function
  have key : P * A * P * G * (P * B * P) = P * A * G * B := by
    calc P * A * P * G * (P * B * P) = P * A * G * (P * B) := by rw [hA', hB']
      _ = P * A * (G * P) * B := by simp only [mul_assoc]
      _ = P * A * (P * G) * B := by rw [hPG]
      _ = P * A * P * G * B := by simp only [mul_assoc]
      _ = P * A * G * B := by rw [hA']
  constructor
  · rw [hA']
    simp only [mul_assoc]
  · rw [key]
    simp only [mul_assoc]

/-- Symmetry filtering: if symmetry sectors resolve the identity, the transmission is the
sum of the transmissions with both electrodes projected onto the same sector. -/
theorem transmission_eq_sum_sectors {ι : Type*} [Fintype ι] {P : ι → Matrix n n ℂ}
    {H SL SR G : Matrix n n ℂ} {E : ℂ}
    (hs : ∀ k, IsSymmetrySector (P k) H SL SR) (hsum : ∑ k, P k = 1)
    (hG : invGreen E H SL SR * G = 1) :
    transmission (broadening SL) G (broadening SR)
      = ∑ k, transmission (P k * broadening SL * P k) G (P k * broadening SR * P k) := by
  rw [Finset.sum_congr rfl fun k _ => (sector_transmission (hs k) hG).2,
    ← trace_sum, ← Finset.sum_mul, hsum, one_mul]
  rfl

/-- For a sector and its complement, the transmission is the sum of the two traces with the
left broadening projected, and each trace involves only the matching part of the right one. -/
theorem transmission_two_sectors {P H SL SR G : Matrix n n ℂ} {E : ℂ}
    (hs : IsSymmetrySector P H SL SR) (hG : invGreen E H SL SR * G = 1) :
    transmission (broadening SL) G (broadening SR)
        = transmission (P * broadening SL * P) G (broadening SR)
          + transmission ((1 - P) * broadening SL * (1 - P)) G (broadening SR) ∧
      transmission (P * broadening SL * P) G (broadening SR)
        = transmission (P * broadening SL * P) G (P * broadening SR * P) ∧
      transmission ((1 - P) * broadening SL * (1 - P)) G (broadening SR)
        = transmission ((1 - P) * broadening SL * (1 - P)) G
            ((1 - P) * broadening SR * (1 - P)) := by
  obtain ⟨h1, h2⟩ := sector_transmission hs hG
  obtain ⟨h3, h4⟩ := sector_transmission hs.compl hG
  refine ⟨?_, h1.trans h2.symm, h3.trans h4.symm⟩
  rw [h1, h3, ← trace_add, ← add_mul, add_sub_cancel, one_mul]
  rfl

/-- If the left electrode couples only to a symmetry sector and the right electrode does not
couple to it, the transmission vanishes. -/
theorem mismatched_electrodes_blocked {P H SL SR G : Matrix n n ℂ} {E : ℂ}
    (hs : IsSymmetrySector P H SL SR) (hG : invGreen E H SL SR * G = 1)
    (hL : broadening SL = P * broadening SL) (hR : P * broadening SR = 0) :
    transmission (broadening SL) G (broadening SR) = 0 := by
  have hA := broadening_comm hs.herm hs.comm_L
  have hPG := green_comm hs hG
  -- carry the projector from the left electrode to the right one
  have h0 : broadening SL * G * broadening SR = 0 := by
    calc broadening SL * G * broadening SR
        = P * broadening SL * G * broadening SR := by rw [← hL]
      _ = broadening SL * (P * G) * broadening SR := by rw [hA]; simp only [mul_assoc]
      _ = broadening SL * G * (P * broadening SR) := by rw [hPG]; simp only [mul_assoc]
      _ = 0 := by rw [hR, mul_zero]
  unfold transmission
  rw [h0, zero_mul, trace_zero]

/-- The projector onto spin up. -/
def spinUp : Matrix (Fin 2) (Fin 2) ℂ := !![1, 0; 0, 0]

/-- The self-energy of a contact that couples to spin up only. -/
def contactUp : Matrix (Fin 2) (Fin 2) ℂ := !![-I, 0; 0, 0]

/-- The self-energy of a contact that couples to spin down only. -/
def contactDown : Matrix (Fin 2) (Fin 2) ℂ := !![0, 0; 0, -I]

/-- The broadenings of the two spin-selective contacts. -/
theorem broadening_contacts :
    broadening contactUp = !![2, 0; 0, 0] ∧ broadening contactDown = !![0, 0; 0, 2] := by
  constructor <;> ext i j <;> fin_cases i <;> fin_cases j <;>
    simp [broadening, contactUp, contactDown, Complex.ext_iff] <;> norm_num

/-- A Zeeman-split level between antiparallel contacts meets all hypotheses of the blocking
theorem; between parallel contacts the same level has transmission `4/5`. -/
theorem spin_valve_witness :
    (IsSymmetrySector spinUp !![1, 0; 0, -1] contactUp contactDown ∧
      invGreen 0 !![1, 0; 0, -1] contactUp contactDown
        * !![-(1 + I) / 2, 0; 0, (1 - I) / 2] = 1 ∧
      broadening contactUp = spinUp * broadening contactUp ∧
      spinUp * broadening contactDown = 0) ∧
    (IsSymmetrySector spinUp !![1, 0; 0, -1] contactUp contactUp ∧
      invGreen 0 !![1, 0; 0, -1] contactUp contactUp
        * !![-(1 + 2 * I) / 5, 0; 0, 1] = 1 ∧
      transmission (broadening contactUp) !![-(1 + 2 * I) / 5, 0; 0, 1]
        (broadening contactUp) = 4 / 5) := by
  obtain ⟨hu, hd⟩ := broadening_contacts
  rw [hu, hd]
  refine ⟨⟨⟨?_, ?_, ?_, ?_, ?_⟩, ?_, ?_, ?_⟩, ⟨⟨?_, ?_, ?_, ?_, ?_⟩, ?_, ?_⟩⟩
  on_goal 15 =>
    have hc : ∀ a b c d : ℂ, (!![a, b; c, d])ᴴ = !![star a, star c; star b, star d] := by
      intro a b c d
      ext i j
      fin_cases i <;> fin_cases j <;> simp
    unfold transmission
    rw [hc, Matrix.mul_fin_two, Matrix.mul_fin_two, Matrix.mul_fin_two, trace_fin_two]
    simp [Complex.ext_iff]
    norm_num
  all_goals
    ext i j
    fin_cases i <;> fin_cases j <;>
      simp [spinUp, contactUp, contactDown, invGreen, Matrix.mul_apply,
        Fin.sum_univ_succ, Complex.ext_iff] <;> norm_num

/-- At zero energy, a device with a spin-flip Hamiltonian has transmission `1` between a left
contact that couples to spin up only and a right contact that couples to spin down only. -/
theorem spin_flip_opens_valve :
    invGreen 0 !![0, 1; 1, 0] contactUp contactDown
        * !![-I / 2, -1 / 2; -1 / 2, -I / 2] = 1 ∧
      broadening contactUp = spinUp * broadening contactUp ∧
      spinUp * broadening contactDown = 0 ∧
      transmission (broadening contactUp) !![-I / 2, -1 / 2; -1 / 2, -I / 2]
        (broadening contactDown) = 1 := by
  refine ⟨?_, spin_valve_witness.1.2.2.1, spin_valve_witness.1.2.2.2, ?_⟩
  · ext i j
    fin_cases i <;> fin_cases j <;>
      simp [contactUp, contactDown, invGreen, Matrix.mul_apply,
        Fin.sum_univ_succ, Complex.ext_iff] <;> norm_num
  · have hc : ∀ a b c d : ℂ, (!![a, b; c, d])ᴴ = !![star a, star c; star b, star d] := by
      intro a b c d
      ext i j
      fin_cases i <;> fin_cases j <;> simp
    rw [broadening_contacts.1, broadening_contacts.2]
    unfold transmission
    rw [hc, Matrix.mul_fin_two, Matrix.mul_fin_two, Matrix.mul_fin_two, trace_fin_two]
    simp [Complex.ext_iff]
    norm_num

end

end SymmetryFiltering
```

```lean
#print axioms SymmetryFiltering.transmission_eq_sum_sectors
-- 'SymmetryFiltering.transmission_eq_sum_sectors' depends on axioms: [propext, Classical.choice, Quot.sound]
#print axioms SymmetryFiltering.transmission_two_sectors
-- 'SymmetryFiltering.transmission_two_sectors' depends on axioms: [propext, Classical.choice, Quot.sound]
#print axioms SymmetryFiltering.mismatched_electrodes_blocked
-- 'SymmetryFiltering.mismatched_electrodes_blocked' depends on axioms: [propext, Classical.choice, Quot.sound]
#print axioms SymmetryFiltering.spin_flip_opens_valve
-- 'SymmetryFiltering.spin_flip_opens_valve' depends on axioms: [propext, Classical.choice, Quot.sound]
```

### How the proof follows the algebra

`broadening_comm` applies `conjTranspose` to the commutation relation, then expands $i(S-S^\dagger)$. `green_comm` first shows $PD=DP$ term by term. It obtains $GD=1$ from `mul_eq_one_comm`, and its `calc` block is the chain for $PG=GP$ above.

`sector_transmission` carries the main argument. After the commutation relations have been collected, `generalize` replaces the two broadenings by plain matrices `A` and `B`, since their definition is no longer needed. The equations `hA'` and `hB'` reduce two projectors around a broadening to one, and `key` moves the right-hand projector through $G$ and absorbs it on the left. Both projected transmissions are thereby equal to $\mathrm{Tr}(P\,\Gamma_LG\,\Gamma_RG^\dagger)$.

`transmission_eq_sum_sectors` rewrites each summand in this form, takes the sum inside the trace and replaces $\sum_kP_k$ by the identity. For two sectors, `IsSymmetrySector.compl` shows that $1-P$ is again a sector. `transmission_two_sectors` then applies `sector_transmission` to both projectors and adds the results.

`mismatched_electrodes_blocked` proves $\Gamma_LG\,\Gamma_R=0$ in `h0`: the projector is inserted at the left electrode, carried through $\Gamma_L$ and $G$, and meets $\Gamma_R$, where `hR` gives zero. The trace then vanishes.

The examples are explicit $2\times2$ calculations. `broadening_contacts` computes the two broadenings. `spin_valve_witness` checks the hypotheses for the antiparallel valve and the value $4/5$ for the parallel one, and `spin_flip_opens_valve` checks the spin-flip case. Matrix identities are verified entry by entry, and the two transmissions are found by multiplying out the matrices and taking the trace.
